# On an open chain, the pair approximation never underestimates the entropy of a strictly positive distribution

Three neighbouring sites 0, 1, 2 of a one-dimensional alloy each hold an atom A or B. Suppose that a configuration has probability $3/16$ if the two end atoms are alike and $1/16$ if they differ, whatever sits in the middle. In units of $k_B$ the entropy is

$$S=-\tfrac{12}{16}\ln\tfrac{3}{16}-\tfrac{4}{16}\ln\tfrac1{16}=4\ln2-\tfrac34\ln3\approx1.949 .$$

Now keep only what neighbouring pairs reveal. All four states of the pair (0,1) have probability $1/4$, and so do those of (1,2). Adding the two pair entropies counts the middle site twice, so its entropy is subtracted once:

$$\ln4+\ln4-\ln2=3\ln2\approx2.079 .$$

The excess of $0.131$ is the price of ignoring the correlation between the ends, which the middle atom does not transmit. The parts below find what this excess is for a chain of any length $N\ge2$, and when it vanishes.

## Weights, marginals and entropy

In the code, the finite type `S` is the set of species; in the formulas, $S$ is the entropy. A chain has $N=n+2$ sites numbered $0,\dots,n+1$, and a configuration is a function `Fin (n + 2) → S`.

```lean
import Mathlib

open Finset

namespace ClusterVariationChain

noncomputable section

variable {S : Type*} [Fintype S] {n : ℕ}
```

Let $p$ assign a real weight to each configuration $x$, and let $f$ be an observable, such as the species on one site. The marginal $m(a)$ is the total weight of the configurations with $f(x)=a$.

```lean
/-- The marginal weight of the value `a` of an observable `f` under the weights `p`. -/
def marginal {X A : Type*} [Fintype X] [DecidableEq A] (f : X → A) (p : X → ℝ) (a : A) : ℝ :=
  ∑ x, if f x = a then p x else 0
```

The entropy uses the natural logarithm. Lean sets $\ln0=0$, so a zero weight contributes nothing.

```lean
/-- The Shannon entropy `-∑ p log p`. -/
def entropy {A : Type*} [Fintype A] (p : A → ℝ) : ℝ := -∑ a, p a * Real.log (p a)
```

Weights need not sum to one. If $p=ZP$ with $P$ normalised, `entropy p` equals $Z\,S(P)-Z\ln Z$, where $S(P)$ is the Shannon entropy; for $Z=1$ the two agree.

## (a) The entropy of a marginal as a sum over configurations

Show that the entropy of $m$ can be computed without summing over the values of $f$:

$$S(m)=-\sum_x p(x)\ln m(f(x)).$$

For any function $g$, insert the definition of $m$ and exchange the sums:

$$\sum_a m(a)g(a)=\sum_x\sum_{a}p(x)\,\delta_{f(x),a}\,g(a)=\sum_x p(x)\,g(f(x)).$$

Choose $g=\ln m$ and change the sign. In the code, `h` is the identity for general $g$, and `sum_comm` exchanges the sums.

```lean
/-- The entropy of the marginal of `f` is minus the sum over all `x` of `p x` times the logarithm of
the marginal at `f x`. -/
theorem entropy_marginal {X A : Type*} [Fintype X] [Fintype A] [DecidableEq A]
    (f : X → A) (p : X → ℝ) :
    entropy (marginal f p) = -∑ x, p x * Real.log (marginal f p (f x)) := by
  have h : ∀ g : A → ℝ, ∑ a, marginal f p a * g a = ∑ x, p x * g (f x) := by
    intro g
    simp only [marginal, sum_mul]
    rw [sum_comm]
    refine sum_congr rfl fun x _ => ?_
    simp [ite_mul]
  rw [entropy, h (fun a => Real.log (marginal f p a))]
```

## (b) Positivity of marginals

Let $p(x)>0$ for every $x$. Show that $m(f(x))>0$ for every $x$.

The sum defining $m(f(x))$ has no negative terms and contains $p(x)$ itself, so $m(f(x))\ge p(x)>0$. The lemma `sum_pos'` asks for exactly these two facts.

```lean
/-- For strictly positive weights, the marginal is positive at every value that occurs. -/
theorem marginal_pos {X A : Type*} [Fintype X] [DecidableEq A] {p : X → ℝ}
    (hp : ∀ x, 0 < p x) (f : X → A) (x : X) : 0 < marginal f p (f x) := by
  unfold marginal
  refine sum_pos' (fun y _ => ?_) ⟨x, mem_univ x, by simp [hp x]⟩
  split_ifs
  · exact (hp y).le
  · exact le_rfl
```

## (c) Gibbs' inequality

Let $p$ and $q$ be strictly positive with equal totals. Show that

$$D(p\|q)=\sum_x p(x)\,[\ln p(x)-\ln q(x)]\ \ge 0,\qquad D(p\|q)=0\iff p=q.$$

For $t>0$ we have $\ln t\le t-1$, strictly unless $t=1$. Put $t=q(x)/p(x)$ and multiply by $p(x)$:

$$p(x)[\ln p(x)-\ln q(x)]-[p(x)-q(x)]\ge0,$$

strictly wherever $p(x)\ne q(x)$. Summing over $x$ removes the second bracket, since the totals agree. A sum of nonnegative terms vanishes only if each term does, which forces $p=q$; the converse is immediate. These steps are `strict`, `key` and `total`.

```lean
/-- Gibbs' inequality: for positive weights of equal total, the relative entropy is nonnegative,
and it vanishes exactly when the weights coincide. -/
theorem gibbs_inequality {X : Type*} [Fintype X] {p q : X → ℝ} (hp : ∀ x, 0 < p x)
    (hq : ∀ x, 0 < q x) (hsum : ∑ x, p x = ∑ x, q x) :
    0 ≤ ∑ x, p x * (Real.log (p x) - Real.log (q x)) ∧
      (∑ x, p x * (Real.log (p x) - Real.log (q x)) = 0 ↔ p = q) := by
  -- where the weights differ, the term is strictly larger than `p - q`
  have strict : ∀ x, p x ≠ q x →
      0 < p x * (Real.log (p x) - Real.log (q x)) - (p x - q x) := by
    intro x hne
    have h0 := (hp x).ne'
    have h := Real.log_lt_sub_one_of_pos (div_pos (hq x) (hp x))
      (fun h => hne ((div_eq_one_iff_eq h0).1 h).symm)
    rw [Real.log_div (hq x).ne' h0] at h
    have h2 := mul_lt_mul_of_pos_left h (hp x)
    have h3 : p x * (q x / p x - 1) = q x - p x := by field_simp
    linarith
  have key : ∀ x, 0 ≤ p x * (Real.log (p x) - Real.log (q x)) - (p x - q x) := by
    intro x
    by_cases h : p x = q x
    · simp [h]
    · exact (strict x h).le
  have total : ∑ x, (p x * (Real.log (p x) - Real.log (q x)) - (p x - q x)) =
      ∑ x, p x * (Real.log (p x) - Real.log (q x)) := by
    rw [sum_sub_distrib, sum_sub_distrib, hsum, sub_self, sub_zero]
  rw [← total]
  refine ⟨sum_nonneg fun x _ => key x, fun h => ?_, fun h => by simp [h]⟩
  funext x
  by_contra hne
  exact (strict x hne).ne' ((sum_eq_zero_iff_of_nonneg fun x _ => key x).1 h x (mem_univ x))
```

## (d) Splitting off the first site

Give each bond $i=0,\dots,n$ a matrix $K_i(a,b)$, and let $F$ be any function of the configuration. Write $x=(a,y)$ with $y=(y_0,\dots,y_n)$, and show that

$$\sum_xF(x)\prod_{i=0}^{n}K_i(x_i,x_{i+1})=\sum_a\sum_yF(a,y)\,K_0(a,y_0)\prod_{i=0}^{n-1}K_{i+1}(y_i,y_{i+1}).$$

Each $x$ corresponds to one pair $(a,y)$ through $x_0=a$, $x_{i+1}=y_i$. The factor for bond 0 becomes $K_0(a,y_0)$, and the others move down by one index. In Lean, `Fin.cons a y` is $(a,y)$, `Fin.consEquiv` is the correspondence, and `i.castSucc` and `i.succ` are the left and right ends of bond $i$.

```lean
/-- Transfer-matrix step: the first site of the chain is summed separately from the rest. -/
theorem transfer_step (K : Fin (n + 1) → S → S → ℝ) (F : (Fin (n + 2) → S) → ℝ) :
    ∑ x, F x * ∏ i, K i (x i.castSucc) (x i.succ) =
      ∑ a, ∑ y : Fin (n + 1) → S, F (Fin.cons a y) *
        (K 0 a (y 0) * ∏ i : Fin n, K i.succ (y i.castSucc) (y i.succ)) := by
  refine ((Fintype.sum_equiv (Fin.consEquiv (fun _ : Fin (n + 2) => S))
    (fun z : S × (Fin (n + 1) → S) => F (Fin.cons z.1 z.2) *
      (K 0 z.1 (z.2 0) * ∏ i : Fin n, K i.succ (z.2 i.castSucc) (z.2 i.succ)))
    _ fun z => ?_).symm).trans (Fintype.sum_prod_type _)
  rw [Fin.prod_univ_succ]
  rfl
```

## (e) Total weight of a chain with normalised transitions

Only in this part, the chain has $n+1$ sites and $n$ bonds, with $n\ge0$. Let $\sum_bK_i(a,b)=1$ for all $i$ and $a$, and let $f$ now be a weight on the first site. Show that

$$\sum_xf(x_0)\prod_{i=0}^{n-1}K_i(x_i,x_{i+1})=\sum_af(a).$$

Use induction on $n$. For a single site the product is empty and both sides agree. For one more site, (d) gives $\sum_af(a)\,R(a)$ with

$$R(a)=\sum_yK_0(a,y_0)\prod_{i=0}^{n-1}K_{i+1}(y_i,y_{i+1}).$$

This is the left side for the shorter chain with first-site weight $K_0(a,\cdot)$, so $R(a)=\sum_bK_0(a,b)=1$. In the code, `ih` is the induction hypothesis and `h` states $R(a)=1$.

```lean
/-- A chain with normalised transition weights `K` keeps the total weight of its first site. -/
theorem sum_chain : ∀ {n : ℕ} (K : Fin n → S → S → ℝ) (_ : ∀ i a, ∑ b, K i a b = 1)
    (f : S → ℝ), ∑ x : Fin (n + 1) → S, f (x 0) * ∏ i, K i (x i.castSucc) (x i.succ) =
      ∑ a, f a := by
  intro n
  induction n with
  | zero =>
    intro K _ f
    exact Fintype.sum_equiv (Equiv.funUnique (Fin 1) S) _ _ (fun x => by simp)
  | succ n ih =>
    intro K hK f
    refine (transfer_step K (fun x => f (x 0))).trans (sum_congr rfl fun a _ => ?_)
    have h := (ih (fun i => K i.succ) (fun i => hK i.succ) (K 0 a)).trans (hK 0 a)
    refine Eq.trans ?_ ((congrArg (f a * ·) h).trans (mul_one _))
    rw [mul_sum]
    rfl
```

## Pair entropy and Markov product of the chain

Write $p_i(a)$ for the marginal of site $i$.

```lean
variable [DecidableEq S]

/-- The single-site marginal at site `i`. -/
def site (p : (Fin (n + 2) → S) → ℝ) (i : Fin (n + 2)) : S → ℝ := marginal (fun x => x i) p
```

Write $p_{i,i+1}(a,b)$ for the marginal of the bond between sites $i$ and $i+1$.

```lean
/-- The pair marginal on the bond between site `i` and the next site. -/
def bond (p : (Fin (n + 2) → S) → ℝ) (i : Fin (n + 1)) : S × S → ℝ :=
  marginal (fun x => (x i.castSucc, x i.succ)) p
```

The name `pairEntropy` stands for the approximate entropy of the whole chain, not for that of one pair:

$$S_{\rm pair}(p)=\sum_{i=0}^{n}S(p_{i,i+1})-\sum_{i=1}^{n}S(p_i).$$

In Lean the interior site $i+1$ is `i.succ.castSucc` with `i : Fin n`.

```lean
/-- The pair entropy of the cluster variation method: all neighbour-pair entropies minus the
entropies of the interior sites. -/
def pairEntropy (p : (Fin (n + 2) → S) → ℝ) : ℝ :=
  ∑ i, entropy (bond p i) - ∑ i : Fin n, entropy (site p i.succ.castSucc)
```

The Markov product rebuilds a weight from the same marginals:

$$M_p(x)=\frac{\prod_{i=0}^{n}p_{i,i+1}(x_i,x_{i+1})}{\prod_{i=1}^{n}p_i(x_i)}.$$

```lean
/-- The Markov product of the marginals: pair marginals over interior site marginals, for
nonzero interior site marginals. -/
def markov (p : (Fin (n + 2) → S) → ℝ) (x : Fin (n + 2) → S) : ℝ :=
  (∏ i, bond p i (x i.castSucc, x i.succ)) /
    ∏ i : Fin n, site p i.succ.castSucc (x i.succ.castSucc)
```

## (f) Total weight of the Markov product

For strictly positive $p$, show that

$$\sum_xM_p(x)=\sum_xp(x).$$

By (b) every $p_i(a)$ is positive, because the configuration with $a$ on all sites has positive weight. Define $T_i(a,b)=p_{i,i+1}(a,b)/p_i(a)$. Summing a bond marginal over its right end gives $p_i(a)$, so $\sum_bT_i(a,b)=1$. Moreover

$$M_p(x)=p_0(x_0)\prod_{i=0}^{n}T_i(x_i,x_{i+1}),$$

since the extra denominator $p_0(x_0)$ cancels the prefactor. Now (e) gives the total $\sum_ap_0(a)=\sum_xp(x)$. The normalisation is `hK`, the factorised form `hq`, and the last equality `h0`.

```lean
/-- For strictly positive `p`, the Markov product has the same total weight as `p`. -/
theorem sum_markov {p : (Fin (n + 2) → S) → ℝ} (hp : ∀ x, 0 < p x) :
    ∑ x, markov p x = ∑ x, p x := by
  have hs : ∀ i a, site p i a ≠ 0 := fun i a =>
    (marginal_pos hp (fun x => x i) (fun _ => a)).ne'
  have hK : ∀ (i : Fin (n + 1)) (a : S),
      ∑ b, bond p i (a, b) / site p i.castSucc a = 1 := by
    intro i a
    have h : ∑ b, bond p i (a, b) = site p i.castSucc a := by
      simp only [bond, site, marginal, Prod.mk.injEq]
      rw [sum_comm]
      refine sum_congr rfl fun x _ => ?_
      by_cases h : x i.castSucc = a <;> simp [h]
    rw [← sum_div, h, div_self (hs _ a)]
  -- the Markov product as a first-site weight times transition weights
  have hq : ∀ x, markov p x = site p 0 (x 0) *
      ∏ i : Fin (n + 1), bond p i (x i.castSucc, x i.succ) / site p i.castSucc (x i.castSucc) := by
    intro x
    have hz : (0 : Fin (n + 1)).castSucc = 0 := rfl
    have hM : ∏ i : Fin (n + 1), site p i.castSucc (x i.castSucc) =
        site p 0 (x 0) * ∏ i : Fin n, site p i.succ.castSucc (x i.succ.castSucc) := by
      rw [Fin.prod_univ_succ, hz]
    rw [markov, prod_div_distrib, hM, ← mul_div_assoc, mul_div_mul_left _ _ (hs 0 (x 0))]
  have h0 : ∑ a, site p 0 a = ∑ x, p x := by
    simp only [site, marginal]
    rw [sum_comm]
    simp
  have h := sum_chain (fun (i : Fin (n + 1)) a b => bond p i (a, b) / site p i.castSucc a)
    hK (site p 0)
  exact (sum_congr rfl fun x _ => hq x).trans (h.trans h0)
```

## (g) The excess as a relative entropy

For strictly positive $p$, show that $M_p(x)>0$ for every $x$ and that

$$D(p\|M_p)=S_{\rm pair}(p)-S(p).$$

All factors of $M_p$ are positive by (b), so its logarithm splits:

$$\ln M_p(x)=\sum_{i=0}^{n}\ln p_{i,i+1}(x_i,x_{i+1})-\sum_{i=1}^{n}\ln p_i(x_i).$$

Multiply by $-p(x)$ and sum over $x$. By (a), each term becomes a bond or site entropy, so $-\sum_xp(x)\ln M_p(x)=S_{\rm pair}(p)$. Adding $\sum_xp(x)\ln p(x)=-S(p)$ gives the claim.

In the three-site example $M_p=\frac14\cdot\frac14/\frac12=\frac18$ for every configuration, and $D=\frac34\ln\frac32+\frac14\ln\frac12\approx0.131$, the excess found at the start.

In the code, `hlog` is the split logarithm, `eb` and `es` apply (a) to bonds and sites, and `e1` and `e2` exchange the sums.

```lean
/-- For strictly positive `p`, the Markov product is positive, and the pair entropy exceeds the
true entropy by the relative entropy of `p` to its Markov product. -/
theorem entropy_deficit {p : (Fin (n + 2) → S) → ℝ} (hp : ∀ x, 0 < p x) :
    (∀ x, 0 < markov p x) ∧ ∑ x, p x * (Real.log (p x) - Real.log (markov p x)) =
      pairEntropy p - entropy p := by
  have hb : ∀ (x : Fin (n + 2) → S) (i : Fin (n + 1)),
      0 < bond p i (x i.castSucc, x i.succ) := by
    intro x i
    have h := marginal_pos hp (fun z : Fin (n + 2) → S => (z i.castSucc, z i.succ)) x
    exact h
  have hs : ∀ (x : Fin (n + 2) → S) (i : Fin (n + 2)), 0 < site p i (x i) := by
    intro x i
    have h := marginal_pos hp (fun z : Fin (n + 2) → S => z i) x
    exact h
  have hB : ∀ x : Fin (n + 2) → S,
      0 < ∏ i : Fin (n + 1), bond p i (x i.castSucc, x i.succ) := fun x =>
    prod_pos fun i _ => hb x i
  have hS : ∀ x : Fin (n + 2) → S,
      0 < ∏ i : Fin n, site p i.succ.castSucc (x i.succ.castSucc) := fun x =>
    prod_pos fun i _ => hs x i.succ.castSucc
  have hq : ∀ x, 0 < markov p x := by
    intro x
    rw [markov]
    exact div_pos (hB x) (hS x)
  refine ⟨hq, ?_⟩
  -- the logarithm splits into bond terms and interior site terms
  have hlog : ∀ x, Real.log (markov p x) = ∑ i, Real.log (bond p i (x i.castSucc, x i.succ)) -
      ∑ i : Fin n, Real.log (site p i.succ.castSucc (x i.succ.castSucc)) := by
    intro x
    rw [markov, Real.log_div (hB x).ne' (hS x).ne']
    congr 1
    · apply Real.log_prod
      intro i _
      exact (hb x i).ne'
    · apply Real.log_prod
      intro i _
      exact (hs x i.succ.castSucc).ne'
  have eb : ∀ i, entropy (bond p i) =
      -∑ x : Fin (n + 2) → S, p x * Real.log (bond p i (x i.castSucc, x i.succ)) := by
    intro i
    have h := entropy_marginal (fun z : Fin (n + 2) → S => (z i.castSucc, z i.succ)) p
    exact h
  have es : ∀ i, entropy (site p i) =
      -∑ x : Fin (n + 2) → S, p x * Real.log (site p i (x i)) := by
    intro i
    have h := entropy_marginal (fun z : Fin (n + 2) → S => z i) p
    exact h
  -- exchange the sums over configurations and over clusters
  have e1 : ∑ x : Fin (n + 2) → S, ∑ i : Fin (n + 1),
        p x * Real.log (bond p i (x i.castSucc, x i.succ)) =
      ∑ i : Fin (n + 1), ∑ x : Fin (n + 2) → S,
        p x * Real.log (bond p i (x i.castSucc, x i.succ)) := sum_comm
  have e2 : ∑ x : Fin (n + 2) → S, ∑ i : Fin n,
        p x * Real.log (site p i.succ.castSucc (x i.succ.castSucc)) =
      ∑ i : Fin n, ∑ x : Fin (n + 2) → S,
        p x * Real.log (site p i.succ.castSucc (x i.succ.castSucc)) := sum_comm
  simp only [pairEntropy, eb, es]
  simp only [entropy, hlog, mul_sub, mul_sum, sum_sub_distrib, sum_neg_distrib]
  linarith
```

## (h) The bound and its equality case

For strictly positive $p$ on $N=n+2$ sites, show that

$$S(p)\le S_{\rm pair}(p),\qquad S(p)=S_{\rm pair}(p)\iff p=M_p.$$

By (f) and (g), $p$ and $M_p$ are positive with equal totals, so (c) applies to them. It gives $S_{\rm pair}(p)-S(p)=D(p\|M_p)\ge0$, with zero exactly when $p=M_p$. For two sites there is no interior site, $M_p=p$, and equality always holds.

The hypothesis `hp` says that every configuration has positive weight. A Boltzmann distribution at positive temperature with finite energies satisfies this; one with forbidden neighbours does not. For $p=ZP$, both sides are $Z$ times their normalised values minus the same $Z\ln Z$, so the inequality is the one for $P$.

```lean
/-- Cluster variation bound: for strictly positive weights on a chain of at least two sites, the
entropy is at most the pair entropy, with equality exactly for the Markov product. -/
theorem cluster_variation_bound {p : (Fin (n + 2) → S) → ℝ} (hp : ∀ x, 0 < p x) :
    entropy p ≤ pairEntropy p ∧ (entropy p = pairEntropy p ↔ p = markov p) := by
  obtain ⟨hq, deficit⟩ := entropy_deficit hp
  obtain ⟨h0, h1⟩ := gibbs_inequality hp hq (sum_markov hp).symm
  rw [deficit] at h0 h1
  exact ⟨by linarith, fun h => h1.1 (by linarith), fun h => by linarith [h1.2 h]⟩

end

end ClusterVariationChain
```

```lean
#print axioms ClusterVariationChain.entropy_deficit
#print axioms ClusterVariationChain.cluster_variation_bound
```

```
'ClusterVariationChain.entropy_deficit' depends on axioms: [propext, Classical.choice, Quot.sound]
'ClusterVariationChain.cluster_variation_bound' depends on axioms: [propext, Classical.choice, Quot.sound]
```

## Pair probabilities in an alloy free energy

For a ten-site open chain with three species, the full distribution has $3^{10}=59049$ entries, while the nine bond marginals have $81$. A cluster variation calculation at pair level varies these $81$ nonnegative numbers, keeping each bond normalised and neighbouring bonds consistent on their shared site, and minimises

$$\mathcal F=\sum_i\sum_{a,b}\varepsilon_i(a,b)\,p_{i,i+1}(a,b)-k_BT\,S_{\rm pair},$$

where $\varepsilon_i(a,b)$ is the energy of bond $i$ and $T>0$ the temperature. The overall composition is left free here. With nearest-neighbour energies only, the energy term is exact, so by (h) $\mathcal F$ is at or below the mean energy minus $k_BT\,S(p)$ for any strictly positive normalised $p$ with those marginals. The minimum of $\mathcal F$ is nevertheless the exact equilibrium free energy of this open chain: consistent bond marginals always belong to a Markov chain whose entropy is $S_{\rm pair}$, and the Boltzmann distribution is itself such a chain. These remarks on free energies are not part of the code, which contains no energies.

In a two- or three-dimensional crystal the neighbour bonds close into loops. The factorisation in (f), which starts at one end and adds one site at a time, is then no longer available, and the bound can fail. Take three sites on a ring that are almost always all A or all B, with equal probability. The entropy is close to $\ln2$, but the three pair entropies minus the three site entropies nearly cancel.
